# On a finite space-time grid, a particle-hole symmetric propagator makes the interaction series of the Hubbard partition function even in \(U\)

Take the half-filled Hubbard model with real hopping between two sublattices only, and write the interaction as \(U(n_\uparrow-\tfrac12)(n_\downarrow-\tfrac12)\). When the interaction series for its partition function is evaluated order by order, the odd orders can be skipped and the computing time spent on the even ones. This is safe on a finite grid of space-time points if the non-interacting propagator of at least one spin species has the particle-hole symmetry defined below. The problems derive this from the determinants in the series.

## Propagators, vertices and the series

Let \(V\) be the set of space-time points, each a lattice site at one imaginary-time slice. A propagator is a complex matrix \(g\) with entries \(g_{ij}\) for \(i,j\in V\).

```lean
import Mathlib

open Matrix

namespace HalfFilledHubbardSeries

noncomputable section

variable {V : Type*}
```

Give each point a sublattice sign \(e_i=\pm1\). The half-filling condition is

\[
g_{ji}=-e_ie_j\,g_{ij}\qquad\text{for all } i,j\in V .
\]

It stands for the invariance of the non-interacting system under exchange of particles and holes, with a sign change on one sublattice. This occurs for real hopping between the two sublattices only, at half filling. For \(i=j\) the condition gives \(g_{ii}=0\), which corresponds to writing the interaction as \(U(n_\uparrow-\tfrac12)(n_\downarrow-\tfrac12)\), with densities measured from half filling. In Lean the signs are complex numbers restricted to \(1\) and \(-1\), and the condition is a hypothesis, not derived from a Hamiltonian.

```lean
/-- Half-filling symmetry of a propagator `g`: with sublattice signs `e i = ±1`,
exchanging the two end points gives `g j i = -e i * e j * g i j`. -/
def IsParticleHoleSymmetric (e : V → ℂ) (g : Matrix V V ℂ) : Prop :=
  (∀ i, e i = 1 ∨ e i = -1) ∧ ∀ i j, g j i = -(e i * e j * g i j)
```

Now let \(V\) be finite with \(|V|\) points. A placement of \(n\) vertices is a map \(x\) from \(\{0,\dots,n-1\}\) to \(V\), and repeated points are allowed. Write \(g^\sigma[x]\) for the \(n\times n\) matrix with entries \(g^\sigma_{x_ax_b}\), where \(\sigma\) is the spin. For distinct points, Wick's theorem turns the order-\(n\) average into one determinant per spin. The grid model uses the same formula for repeated points, where the determinants vanish, so only placements with at most one vertex per point contribute. The coefficient is

\[
W_n=\frac1{n!}\sum_x \det g^\uparrow[x]\,\det g^\downarrow[x].
\]

In Lean this is `coeff gUp gDown n`, and `gUp.submatrix x x` is \(g^\uparrow[x]\). Changing the sign of both propagators leaves \(W_n\) as it is, so a common sign convention does not matter.

```lean
/-- The order-`n` coefficient of the interaction series: the sum over all placements of `n`
vertices on the space-time points of the spin-up determinant times the spin-down determinant,
divided by `n!`. -/
def coeff [Fintype V] (gUp gDown : Matrix V V ℂ) (n : ℕ) : ℂ :=
  (n.factorial : ℂ)⁻¹ *
    ∑ x : Fin n → V, (gUp.submatrix x x).det * (gDown.submatrix x x).det
```

The ratio of the interacting to the non-interacting partition function is modelled by

\[
R(U)=\sum_{n=0}^{|V|}(-U)^nW_n .
\]

Here \(U\) is dimensionless, the coupling multiplied by the time step, and it may be complex. The determinant form is the starting point: Wick's theorem is taken as given, and the time step stays finite.

```lean
/-- The interaction series summed up to the number of space-time points, with the coupling `U`
measured in units of the inverse time step. -/
def partitionRatio [Fintype V] (gUp gDown : Matrix V V ℂ) (U : ℂ) : ℂ :=
  ∑ n ∈ Finset.range (Fintype.card V + 1), (-U) ^ n * coeff gUp gDown n
```

## (a) Determinants of odd size

Let \(g\) be a particle-hole symmetric \(n\times n\) matrix with \(n\) odd. Show that

\[
\det g=0 .
\]

**Solution.** Let \(D\) be the diagonal matrix of the signs \(e_i\). The entry \((i,j)\) of \(DgD\) is \(e_ig_{ij}e_j\), so the symmetry reads \(g^{T}=-DgD\). Taking determinants,

\[
\det g=\det g^{T}=(-1)^n(\det D)^2\det g=-\det g,
\]

because \((\det D)^2=\prod_i e_i^2=1\) and \(n\) is odd. Hence \(2\det g=0\).

As a numerical instance, take signs \((1,-1,1)\) and choose \(g_{01}=2\), \(g_{02}=3\), \(g_{12}=5\). The symmetry fixes the other entries:

\[
g=\begin{pmatrix}0&2&3\\2&0&5\\-3&5&0\end{pmatrix}.
\]

Expanding along the first row gives \(0-2\cdot(0+15)+3\cdot(10-0)=-30+30=0\).

```lean
/-- The determinant of a particle-hole symmetric propagator matrix of odd size vanishes. -/
theorem det_eq_zero_of_odd {ι : Type*} [Fintype ι] [DecidableEq ι] {e : ι → ℂ}
    {g : Matrix ι ι ℂ} (hg : IsParticleHoleSymmetric e g) (hodd : Odd (Fintype.card ι)) :
    g.det = 0 := by
  -- the symmetry as a matrix identity
  have hT : gᵀ = -(diagonal e * g * diagonal e) := by
    ext i j
    rw [transpose_apply, hg.2 i j, Matrix.neg_apply, mul_diagonal, diagonal_mul]
    ring
  -- the sublattice signs enter twice and cancel
  have hP : (∏ i, e i) * (∏ i, e i) = 1 := by
    rw [← Finset.prod_mul_distrib]
    refine Finset.prod_eq_one fun i _ => ?_
    rcases hg.1 i with h | h <;> rw [h] <;> norm_num
  have h : g.det = -g.det := by
    calc g.det = gᵀ.det := (det_transpose g).symm
      _ = -g.det := by
        rw [hT, det_neg, hodd.neg_one_pow, det_mul, det_mul, det_diagonal]
        linear_combination (-g.det) * hP
  linear_combination (1 / 2 : ℂ) * h
```

The index set `ι` is any finite type with an odd number of elements. In the proof, `hT` is the matrix identity, `hP` is \((\det D)^2=1\), and the `calc` block is the chain of determinants. The last line divides by two.

## (b) Symmetry between chosen vertices

Let \(g\) be particle-hole symmetric on \(V\), and let \(x\) be any placement. Put \(h_{ab}=g_{x_ax_b}\) and \(\varepsilon_a=e_{x_a}\). Show that

\[
h_{ba}=-\varepsilon_a\varepsilon_b\,h_{ab}.
\]

**Solution.** Set \(i=x_a\) and \(j=x_b\) in the symmetry of \(g\). The numbers \(\varepsilon_a\) are again \(\pm1\). Nowhere is it used that the points \(x_a\) differ, so coinciding vertices are included.

```lean
/-- The propagator matrix between any chosen vertices inherits the particle-hole symmetry,
also when vertices coincide. -/
theorem IsParticleHoleSymmetric.vertices {ι : Type*} {e : V → ℂ} {g : Matrix V V ℂ}
    (hg : IsParticleHoleSymmetric e g) (x : ι → V) :
    IsParticleHoleSymmetric (fun i => e (x i)) (g.submatrix x x) :=
  ⟨fun i => hg.1 (x i), fun i j => hg.2 (x i) (x j)⟩
```

The statement says that `g.submatrix x x` is symmetric with the signs `fun i => e (x i)`. The proof term evaluates both halves of the hypothesis at the chosen points.

## (c) Any finite sum of determinant products

Let \(A_k\) and \(B_k\) be \(n\times n\) matrices, with \(k\) running over a finite set \(s\). Each \(A_k\) is particle-hole symmetric, with signs that may depend on \(k\), and the \(B_k\) are arbitrary. With \(S_n=\sum_{k\in s}\det A_k\det B_k\), show that

\[
(-(-U))^n\,S_n=(-U)^n\,S_n .
\]

**Solution.** If \(n\) is even, the two powers are equal. If \(n\) is odd, part (a) gives \(\det A_k=0\) for every \(k\), so \(S_n=0\) and both sides vanish.

```lean
/-- Let the order-`n` coefficient be any finite sum of products of two `n × n` determinants,
the first of each pair being that of a particle-hole symmetric matrix. Then the order-`n` term
is unchanged when `U` is reversed. -/
theorem term_reverse {κ : Type*} (s : Finset κ) (n : ℕ) (e : κ → Fin n → ℂ)
    (A B : κ → Matrix (Fin n) (Fin n) ℂ)
    (hA : ∀ k ∈ s, IsParticleHoleSymmetric (e k) (A k)) (U : ℂ) :
    (-(-U)) ^ n * ∑ k ∈ s, (A k).det * (B k).det =
      (-U) ^ n * ∑ k ∈ s, (A k).det * (B k).det := by
  rcases Nat.even_or_odd n with h | h
  · rw [h.neg_pow (-U)]
  · have h0 : ∑ k ∈ s, (A k).det * (B k).det = 0 := by
      refine Finset.sum_eq_zero fun k hk => ?_
      rw [det_eq_zero_of_odd (hA k hk) (by simpa using h), zero_mul]
    rw [h0, mul_zero, mul_zero]
```

The left side is the order-\(n\) term with \(U\) replaced by \(-U\), which is why the double minus sign is kept. The proof splits on the parity of `n`; in the odd case `h0` records that the sum is zero.

## (d) Odd coefficients of the Hubbard series

Let \(g^\uparrow\) be particle-hole symmetric and \(g^\downarrow\) arbitrary. Show that

\[
W_n=0\qquad\text{for odd } n .
\]

**Solution.** By (b), \(g^\uparrow[x]\) is particle-hole symmetric for every placement \(x\). Its size \(n\) is odd, so its determinant vanishes by (a). Every summand of \(W_n\) contains such a factor.

```lean
/-- If the spin-up propagator is particle-hole symmetric, all odd orders of the interaction
series vanish. -/
theorem coeff_eq_zero_of_odd [Fintype V] {e : V → ℂ} {gUp : Matrix V V ℂ}
    (hg : IsParticleHoleSymmetric e gUp) (gDown : Matrix V V ℂ) {n : ℕ} (hn : Odd n) :
    coeff gUp gDown n = 0 := by
  unfold coeff
  rw [Finset.sum_eq_zero, mul_zero]
  intro x _
  rw [det_eq_zero_of_odd (hg.vertices x) (by simpa using hn), zero_mul]
```

The call `hg.vertices x` supplies part (b), and `det_eq_zero_of_odd` supplies part (a). The spin-down species may be away from half filling.

## (e) The series ends by itself

The sum \(R(U)\) was cut off at \(n=|V|\). Show that nothing is lost, for any two propagators:

\[
\sum_{n=0}^{\infty}(-U)^nW_n=R(U).
\]

**Solution.** If \(n>|V|\), a placement of \(n\) vertices must use some point twice, say \(x_a=x_b\) with \(a\neq b\). Rows \(a\) and \(b\) of \(g^\uparrow[x]\) are then equal, and its determinant is zero. Hence \(W_n=0\) for all \(n>|V|\), and the infinite series has only finitely many nonzero terms.

```lean
/-- For any propagators, the infinite interaction series on finitely many space-time points
converges to `partitionRatio`. -/
theorem hasSum_partitionRatio [Fintype V] (gUp gDown : Matrix V V ℂ) (U : ℂ) :
    HasSum (fun n : ℕ => (-U) ^ n * coeff gUp gDown n) (partitionRatio gUp gDown U) := by
  unfold partitionRatio
  apply hasSum_sum_of_ne_finset_zero
  intro n hn
  have hlt : Fintype.card V < Fintype.card (Fin n) := by
    rw [Fintype.card_fin]
    rw [Finset.mem_range] at hn
    omega
  unfold coeff
  rw [Finset.sum_eq_zero, mul_zero, mul_zero]
  intro x _
  -- two vertices coincide, so the determinant has two equal rows
  obtain ⟨i, j, hij, hx⟩ := Fintype.exists_ne_map_eq_of_card_lt x hlt
  have hdet : (gUp.submatrix x x).det = 0 := by
    apply det_zero_of_row_eq hij
    ext k
    simp only [submatrix_apply, hx]
  rw [hdet, zero_mul]
```

`HasSum` says that the infinite series converges to the stated value. After the definition is unfolded, `hasSum_sum_of_ne_finset_zero` reduces this to the vanishing of every term outside the finite range. `Fintype.exists_ne_map_eq_of_card_lt` is the pigeonhole step, and `det_zero_of_row_eq` is the rule for equal rows. No symmetry is assumed here.

## (f) Reversing the interaction

Let \(g^\uparrow\) be particle-hole symmetric and \(g^\downarrow\) arbitrary. Show that each term of the series is unchanged under \(U\to-U\), and that

\[
R(-U)=R(U).
\]

**Solution.** Apart from the factor \(1/n!\), the coefficient \(W_n\) is a sum of the kind treated in (c). The index \(k\) is now the placement \(x\), with \(A_x=g^\uparrow[x]\) and \(B_x=g^\downarrow[x]\), and (b) provides the symmetry of \(A_x\). So \((-(-U))^nW_n=(-U)^nW_n\) for every \(n\). Adding these equations for \(n=0,\dots,|V|\) gives the equality of the sums.

```lean
/-- If the spin-up propagator is particle-hole symmetric, reversing the sign of `U` changes
neither any single term of the interaction series nor its sum. -/
theorem series_even_in_U [Fintype V] {e : V → ℂ} {gUp : Matrix V V ℂ}
    (hg : IsParticleHoleSymmetric e gUp) (gDown : Matrix V V ℂ) (U : ℂ) :
    (∀ n : ℕ, (-(-U)) ^ n * coeff gUp gDown n = (-U) ^ n * coeff gUp gDown n) ∧
      partitionRatio gUp gDown (-U) = partitionRatio gUp gDown U := by
  have hterm : ∀ n : ℕ,
      (-(-U)) ^ n * coeff gUp gDown n = (-U) ^ n * coeff gUp gDown n := by
    intro n
    have h := term_reverse Finset.univ n (fun (x : Fin n → V) i => e (x i))
      (fun x => gUp.submatrix x x) (fun x => gDown.submatrix x x)
      (fun x _ => hg.vertices x) U
    unfold coeff
    rw [mul_left_comm, mul_left_comm ((-U) ^ n)]
    exact congrArg _ h
  exact ⟨hterm, Finset.sum_congr rfl fun n _ => hterm n⟩
```

The theorem is a conjunction of the termwise statement and the statement about `partitionRatio`. The two uses of `mul_left_comm` move \(1/n!\) to the front, so that (c) applies to what remains. `Finset.sum_congr` then adds up the terms. Within this finite-grid model, if the spin-up propagator is particle-hole symmetric, repulsion and attraction of equal strength give the same partition ratio.

## (g) Two points

Take two points, labelled 0 and 1, and the same propagator for both spins. It has amplitude \(t\) between the points and no local part. This \(t\) is a propagator entry, not a hopping energy.

```lean
/-- The propagator between two points with amplitude `t` and no local part. -/
def dimer (t : ℂ) : Matrix (Fin 2) (Fin 2) ℂ := !![0, t; t, 0]
```

Show that this propagator is particle-hole symmetric with signs \(e_0=1\), \(e_1=-1\), and that

\[
R(U)=1+U^2t^4 .
\]

**Solution.** The diagonal entries are zero, as required, and \(-e_0e_1g_{01}=t=g_{10}\). The empty placement has determinants equal to 1, so \(W_0=1\), and (d) gives \(W_1=0\). For \(n=2\) there are four placements. The placements \((0,0)\) and \((1,1)\) give zero matrices. The placements \((0,1)\) and \((1,0)\) each give determinant \(-t^2\) for either spin, hence a product \(t^4\). Therefore

\[
W_2=\tfrac12\,(t^4+t^4)=t^4 ,
\]

and \(R(U)=1+(-U)^2t^4\).

```lean
/-- The two-point propagator is particle-hole symmetric with opposite signs on the two points,
and its interaction series, with both spins alike, is `1 + U² t⁴`. -/
theorem dimer_witness (t U : ℂ) :
    IsParticleHoleSymmetric ![1, -1] (dimer t) ∧
      partitionRatio (dimer t) (dimer t) U = 1 + U ^ 2 * t ^ 4 := by
  have hs : IsParticleHoleSymmetric ![1, -1] (dimer t) := by
    constructor
    · intro i
      fin_cases i <;> simp
    · intro i j
      fin_cases i <;> fin_cases j <;> simp [dimer]
  refine ⟨hs, ?_⟩
  have h0 : coeff (dimer t) (dimer t) 0 = 1 := by simp [coeff]
  have h1 : coeff (dimer t) (dimer t) 1 = 0 := coeff_eq_zero_of_odd hs _ odd_one
  have h2 : coeff (dimer t) (dimer t) 2 = t ^ 4 := by
    unfold coeff
    -- list the placements of two vertices as pairs of points
    rw [← (finTwoArrowEquiv (Fin 2)).symm.sum_comp, Fintype.sum_prod_type]
    simp only [det_fin_two, submatrix_apply, Fin.sum_univ_two]
    simp [dimer, finTwoArrowEquiv]
    ring
  simp only [partitionRatio, Fintype.card_fin, Finset.sum_range_succ, Finset.sum_range_zero,
    h0, h1, h2]
  ring
```

In the proof, `hs` checks the symmetry entry by entry, and `h0`, `h1`, `h2` are the three coefficients. For `h2`, `finTwoArrowEquiv` lists the placements as pairs of points, and `det_fin_two` expands the determinants.

## (h) One point with local propagators

Take a single point with local propagators \(a\) for spin up and \(b\) for spin down, both arbitrary complex numbers. Show that

\[
R(U)=1-Uab .
\]

**Solution.** Again \(W_0=1\). There is one placement of one vertex, with determinants \(a\) and \(b\), so \(W_1=ab\). The sum stops at \(n=|V|=1\).

If \(a\), \(b\) and \(U\) are all nonzero, reversing \(U\) changes the value. In that case neither propagator is particle-hole symmetric, since the symmetry would force the local entry to vanish. The series is therefore not even in \(U\) for arbitrary pairs of propagators.

In the Lean proof, `h0` and `h1` are the two coefficients, and the remaining lines insert them into the sum.

```lean
/-- For a single space-time point with local propagators `a` and `b` of the two spins, the
interaction series is `1 - U a b`. -/
theorem single_point_series (a b U : ℂ) :
    partitionRatio (!![a] : Matrix (Fin 1) (Fin 1) ℂ) !![b] U = 1 - U * (a * b) := by
  have h0 : coeff (!![a] : Matrix (Fin 1) (Fin 1) ℂ) !![b] 0 = 1 := by simp [coeff]
  have h1 : coeff (!![a] : Matrix (Fin 1) (Fin 1) ℂ) !![b] 1 = a * b := by simp [coeff]
  simp only [partitionRatio, Fintype.card_fin, Finset.sum_range_succ, Finset.sum_range_zero,
    h0, h1]
  ring

end

end HalfFilledHubbardSeries
```

```lean
#print axioms HalfFilledHubbardSeries.hasSum_partitionRatio
#print axioms HalfFilledHubbardSeries.series_even_in_U
#print axioms HalfFilledHubbardSeries.single_point_series
```

```
'HalfFilledHubbardSeries.hasSum_partitionRatio' depends on axioms: [propext, Classical.choice, Quot.sound]
'HalfFilledHubbardSeries.series_even_in_U' depends on axioms: [propext, Classical.choice, Quot.sound]
'HalfFilledHubbardSeries.single_point_series' depends on axioms: [propext, Classical.choice, Quot.sound]
```
